# Stark quenching of hydrogen 2S: bounds, sum rule and weak-field limit of the decay rates in a two-level model

To estimate how fast a weak static electric field empties the metastable 2S level of hydrogen, one takes the 2S–2P splitting \(L\), the 2P width \(G\) and the field-induced coupling \(V\), and evaluates, in units with \(\hbar = 1\), the quench rate
\[ \gamma \approx \frac{V^2\,G}{L^2 + G^2/4}. \]
For \(G > 0\) this formula is the leading weak-field term of the exact decay rate of the 2S-like eigenstate in a two-level model, in which the 2S state couples to one 2P state and has no decay of its own.

```lean
import Mathlib

open Matrix Complex Filter Topology

namespace StarkQuenching

noncomputable section
```

## The model

With \(\hbar = 1\) and the real part of the 2P energy as zero, the effective Hamiltonian is
\[ H = \begin{pmatrix} L & V \\ V & -iG/2 \end{pmatrix}. \]
Index 0 of `Fin 2` is 2S and index 1 is 2P. When the 2P state is a \(2P_{1/2}\) state of hydrogen, \(L\) is the Lamb shift, but every theorem allows any real \(L\). The coupling \(V\), a dipole matrix element times the field strength, is made real by a choice of phase. All three numbers are inputs: nothing derives them from hydrogen wavefunctions, and other levels and hyperfine structure are absent.

```lean
/-- Effective Hamiltonian on (2S, 2P): the 2S level at energy `L`, the 2P level at
energy zero with width `G`, and a real field-induced coupling `V`. -/
def ham (L G V : ℝ) : Matrix (Fin 2) (Fin 2) ℂ :=
  !![(L : ℂ), (V : ℂ); (V : ℂ), -(I * G / 2)]
```

For \(G \ne 0\) the matrix is not Hermitian, so an eigenvalue \(E\) is a complex number, defined by \(Hx = Ex\) for some vector \(x \ne 0\) in \(\mathbb{C}^2\).

```lean
/-- `E` is an eigenvalue of `H`: some nonzero vector satisfies `H x = E x`. -/
def IsEigenvalue (H : Matrix (Fin 2) (Fin 2) ℂ) (E : ℂ) : Prop :=
  ∃ x ≠ 0, H *ᵥ x = E • x
```

An eigenstate evolves as \(e^{-iEt}\) in time \(t\), so its population goes as \(e^{2t\,\mathrm{Im}E} = e^{-\gamma t}\) with \(\gamma = -2\,\mathrm{Im}\,E\). This reading motivates the definition of `rate`; the theorems are about eigenvalues, and time evolution does not enter them.

```lean
/-- Decay rate `-2 Im E` of a complex energy `E`. -/
def rate (E : ℂ) : ℝ := -2 * E.im
```

With \(D = L + iG/2\), the complex gap between the unperturbed levels, and \(D \ne 0\) (which holds for \(G > 0\), the case proved below), one explicit eigenvalue is \(L + \tfrac{D}{2}(s - 1)\), where \(s = \sqrt{1 + 4V^2/D^2}\) is the principal root, written in Lean as a complex power with exponent `(2 : ℂ)⁻¹`.

```lean
/-- The complex energy `L + (D/2)(√(1 + 4V²/D²) - 1)` with `D = L + iG/2` and the
principal square root. -/
def branch2S (L G V : ℝ) : ℂ :=
  L + (L + I * G / 2) / 2 *
    ((1 + 4 * (V : ℂ) ^ 2 / (L + I * G / 2) ^ 2) ^ ((2 : ℂ)⁻¹) - 1)
```

## Secular equation

A nonzero \(x\) with \((H - E)x = 0\) exists exactly when
\[ \det(H - E) = (L - E)(-iG/2 - E) - V^2 = 0, \quad\text{that is}\quad (E - L)(E + iG/2) = V^2. \]
The theorem `isEigenvalue_iff` states this for all real \(L, G, V\). Its step `hm` identifies the written-out matrix \(H - E\) acting on \(x\) with \(Hx - Ex\), `Matrix.exists_mulVec_eq_zero_iff` trades the kernel vector for the determinant, and `Matrix.det_fin_two_of` expands it.

```lean
/-- Secular equation: `E` is an eigenvalue exactly when `(E - L)(E + iG/2) = V²`. -/
theorem isEigenvalue_iff (L G V : ℝ) (E : ℂ) :
    IsEigenvalue (ham L G V) E ↔ (E - L) * (E + I * G / 2) = (V : ℂ) ^ 2 := by
  have hm : ∀ x : Fin 2 → ℂ,
      !![(L : ℂ) - E, (V : ℂ); (V : ℂ), -(I * G / 2) - E] *ᵥ x
        = ham L G V *ᵥ x - E • x := by
    intro x
    ext i
    fin_cases i <;> simp [ham, Matrix.mulVec, dotProduct, Fin.sum_univ_two] <;> ring
  -- a nonzero kernel vector of H - E exists iff its determinant vanishes
  have key := Matrix.exists_mulVec_eq_zero_iff
    (M := !![(L : ℂ) - E, (V : ℂ); (V : ℂ), -(I * G / 2) - E])
  simp only [hm, sub_eq_zero] at key
  refine key.trans ?_
  rw [Matrix.det_fin_two_of]
  constructor <;> intro h <;> linear_combination h
```

## Two exact identities

Write \(E = a + ib\) with real \(a, b\), set \(c = b + G/2\), and let \(N = |E + iG/2|^2 = a^2 + c^2\), which is `normSq (E + I * G / 2)`. Then \(\gamma = -2b\) and \(G - \gamma = 2c\). The real and imaginary parts of the secular equation are
\[ (a - L)a - bc = V^2, \qquad (a - L)c + ab = 0. \]
Taking \(2c\) times the first minus \(2a\) times the second leaves \(-2b(a^2 + c^2) = 2cV^2\). Taking \(a\) times the first plus \(c\) times the second leaves \((a - L)(a^2 + c^2) = aV^2\). Hence
\[ \gamma N = V^2 (G - \gamma), \qquad (\mathrm{Re}\,E - L)\,N = V^2\,\mathrm{Re}\,E. \]
In the proof `h1` and `h2` are the two parts, and the two `linear_combination` calls carry exactly these multipliers.

```lean
/-- For an eigenvalue `E` and `N = |E + iG/2|²`, the rate obeys
`rate · N = V² (G - rate)` and the shift obeys `(Re E - L) N = V² Re E`. -/
theorem rate_shift_identities {L G V : ℝ} {E : ℂ} (h : IsEigenvalue (ham L G V) E) :
    rate E * normSq (E + I * G / 2) = V ^ 2 * (G - rate E) ∧
      (E.re - L) * normSq (E + I * G / 2) = V ^ 2 * E.re := by
  rw [isEigenvalue_iff] at h
  -- real and imaginary parts of the secular equation
  have h1 : (E.re - L) * E.re - E.im * (E.im + G / 2) = V * V := by
    have := congrArg Complex.re h
    simp [pow_two] at this
    linarith
  have h2 : (E.re - L) * (E.im + G / 2) + E.im * E.re = 0 := by
    have := congrArg Complex.im h
    simp [pow_two] at this
    linarith
  have hN : normSq (E + I * G / 2) = E.re ^ 2 + (E.im + G / 2) ^ 2 := by
    simp [normSq_apply, pow_two]
  rw [hN]
  unfold rate
  constructor
  · linear_combination (2 * (E.im + G / 2)) * h1 - (2 * E.re) * h2
  · linear_combination E.re * h1 + (E.im + G / 2) * h2
```

If \(N = 0\) then \(E + iG/2 = 0\), and the secular equation forces \(V^2 = 0\). So \(N > 0\) whenever \(V \ne 0\).

```lean
/-- For nonzero coupling, `|E + iG/2|² > 0` for every eigenvalue `E`. -/
theorem normSq_detuning_pos {L G V : ℝ} {E : ℂ} (hV : V ≠ 0)
    (h : IsEigenvalue (ham L G V) E) : 0 < normSq (E + I * G / 2) := by
  rw [isEigenvalue_iff] at h
  rw [normSq_pos]
  intro h0
  rw [h0, mul_zero] at h
  exact pow_ne_zero 2 (ofReal_ne_zero.mpr hV) h.symm
```

## Every rate lies between 0 and G

Let \(G > 0\) and \(V \ne 0\). If \(\gamma \le 0\), then \(\gamma N \le 0\) while \(V^2(G - \gamma) > 0\). If \(\gamma \ge G\), then \(\gamma N > 0\) while \(V^2(G - \gamma) \le 0\). Both cases contradict the first identity, so \(0 < \gamma < G\) for every eigenvalue and at any coupling strength: every eigenstate decays, and more slowly than the bare 2P state. Each `by_contra` branch records the two signs as `h1` and `h2`, and `nlinarith` sets them against the identity `hid`.

```lean
/-- For `G > 0` and nonzero coupling, every eigenvalue has a decay rate strictly between
`0` and `G`. -/
theorem rate_bounds {L G V : ℝ} {E : ℂ} (hG : 0 < G) (hV : V ≠ 0)
    (h : IsEigenvalue (ham L G V) E) : 0 < rate E ∧ rate E < G := by
  have hid := (rate_shift_identities h).1
  have hN := normSq_detuning_pos hV h
  have hV2 : 0 < V ^ 2 := by positivity
  -- outside (0, G) the two sides of the rate identity have incompatible signs
  constructor
  · by_contra hc
    have hr : rate E ≤ 0 := not_lt.mp hc
    have h1 : 0 < V ^ 2 * (G - rate E) := mul_pos hV2 (by linarith)
    have h2 := mul_nonneg (neg_nonneg.mpr hr) hN.le
    nlinarith
  · by_contra hc
    have hr : G ≤ rate E := not_lt.mp hc
    have h1 : 0 < rate E * normSq (E + I * G / 2) := mul_pos (by linarith) hN
    have h2 := mul_nonneg hV2.le (sub_nonneg.mpr hr)
    nlinarith
```

## Sum rule

The roots \(E_1, E_2\) of the characteristic polynomial add up to the trace,
\[ E_1 + E_2 = L - iG/2, \]
and \(-2\) times the imaginary part gives \(\gamma_1 + \gamma_2 = G\) for their rates. The hypothesis of `rate_sum` is an equality of multisets, so a double root is counted twice. It is phrased with `charpoly.roots` and not with `IsEigenvalue`, and it places no condition on \(L\), \(G\) or \(V\). The trace formula is `Matrix.trace_eq_sum_roots_charpoly`.

```lean
/-- If `E₁, E₂` are the roots of the characteristic polynomial, counted with multiplicity,
their decay rates add up to `G`. -/
theorem rate_sum {L G V : ℝ} {E₁ E₂ : ℂ}
    (h : (ham L G V).charpoly.roots = {E₁, E₂}) : rate E₁ + rate E₂ = G := by
  have ht := Matrix.trace_eq_sum_roots_charpoly (ham L G V)
  rw [h] at ht
  have hs : E₁ + E₂ = L - I * G / 2 := by
    simp [ham, Matrix.trace_fin_two] at ht
    linear_combination -ht
  have hi := congrArg Complex.im hs
  simp at hi
  unfold rate
  linarith
```

## Weak-field quench rate

Let \(G > 0\), and let \(E(V)\) be an eigenvalue for all sufficiently small \(V \ne 0\) with \(E(V) \to L\) as \(V \to 0\). Dividing the first identity by \(V^2 N\) gives
\[ \frac{\gamma}{V^2} = \frac{G - \gamma}{N}. \]
Since \(L\) is real, \(\gamma \to 0\), and \(N \to |L + iG/2|^2 = L^2 + G^2/4 > 0\). Therefore \(\gamma/V^2 \to G/(L^2 + G^2/4)\).

In `quench_rate_limit` the filter `𝓝[≠] 0` is the approach to zero through nonzero \(V\) of either sign. The function `E` is arbitrary apart from `hEig` and `hE`; no continuity or analyticity in \(V\) is assumed, and `hE` is what selects the 2S-like eigenvalue. The conclusion is a limit, with no bound on the correction at finite \(V\). The steps `hnum` and `hden` are the limits of numerator and denominator.

```lean
/-- Weak-field quench rate: if `E V` is an eigenvalue for small nonzero `V` and tends to `L`
as `V → 0`, then `rate / V²` tends to `G / (L² + G²/4)`. -/
theorem quench_rate_limit {L G : ℝ} (hG : 0 < G) {E : ℝ → ℂ}
    (hEig : ∀ᶠ V in 𝓝[≠] 0, IsEigenvalue (ham L G V) (E V))
    (hE : Tendsto E (𝓝[≠] 0) (𝓝 (L : ℂ))) :
    Tendsto (fun V => rate (E V) / V ^ 2) (𝓝[≠] 0) (𝓝 (G / (L ^ 2 + G ^ 2 / 4))) := by
  have hN : normSq ((L : ℂ) + I * G / 2) = L ^ 2 + G ^ 2 / 4 := by
    rw [normSq_apply]
    simp
    ring
  have hcont : Continuous rate := by
    unfold rate
    fun_prop
  have hnum : Tendsto (fun V => G - rate (E V)) (𝓝[≠] 0) (𝓝 G) := by
    have := (tendsto_const_nhds (x := G)).sub ((hcont.tendsto _).comp hE)
    simpa [rate] using this
  have hden : Tendsto (fun V => normSq (E V + I * G / 2)) (𝓝[≠] 0)
      (𝓝 (L ^ 2 + G ^ 2 / 4)) := by
    rw [← hN]
    exact (continuous_normSq.tendsto _).comp (hE.add tendsto_const_nhds)
  -- rate / V² = (G - rate) / |E + iG/2|² for V ≠ 0
  refine (hnum.div hden (by positivity)).congr' ?_
  filter_upwards [hEig, self_mem_nhdsWithin] with V h hV
  have hV' : V ≠ 0 := hV
  show (G - rate (E V)) / normSq (E V + I * G / 2) = rate (E V) / V ^ 2
  rw [div_eq_div_iff (normSq_detuning_pos hV' h).ne' (pow_ne_zero 2 hV')]
  linear_combination -(rate_shift_identities h).1
```

The closing lines show a reusable pattern for limits of the form \(0/0\). One first proves the limit of the well-behaved quotient with `hnum.div hden`, then transfers it with `congr'`, which asks only that the two functions agree eventually along the filter. The call `filter_upwards [hEig, self_mem_nhdsWithin]` reduces that to a single \(V\), with the eigenvalue property and \(V \ne 0\) in hand.

## Quadratic Stark shift

Under the same hypotheses the second identity gives
\[ \frac{\mathrm{Re}\,E - L}{V^2} = \frac{\mathrm{Re}\,E}{N} \;\to\; \frac{L}{L^2 + G^2/4}. \]
The coefficient has the sign of \(L\), so for \(L \ne 0\) the 2S level moves away from 2P. The proof repeats the previous one with \(\mathrm{Re}\,E\) as numerator.

```lean
/-- Quadratic Stark shift: if `E V` is an eigenvalue for small nonzero `V` and tends to `L`
as `V → 0`, then `(Re E - L) / V²` tends to `L / (L² + G²/4)`. -/
theorem stark_shift_limit {L G : ℝ} (hG : 0 < G) {E : ℝ → ℂ}
    (hEig : ∀ᶠ V in 𝓝[≠] 0, IsEigenvalue (ham L G V) (E V))
    (hE : Tendsto E (𝓝[≠] 0) (𝓝 (L : ℂ))) :
    Tendsto (fun V => ((E V).re - L) / V ^ 2) (𝓝[≠] 0)
      (𝓝 (L / (L ^ 2 + G ^ 2 / 4))) := by
  have hN : normSq ((L : ℂ) + I * G / 2) = L ^ 2 + G ^ 2 / 4 := by
    rw [normSq_apply]
    simp
    ring
  have hnum : Tendsto (fun V => (E V).re) (𝓝[≠] 0) (𝓝 L) :=
    (continuous_re.tendsto _).comp hE
  have hden : Tendsto (fun V => normSq (E V + I * G / 2)) (𝓝[≠] 0)
      (𝓝 (L ^ 2 + G ^ 2 / 4)) := by
    rw [← hN]
    exact (continuous_normSq.tendsto _).comp (hE.add tendsto_const_nhds)
  refine (hnum.div hden (by positivity)).congr' ?_
  filter_upwards [hEig, self_mem_nhdsWithin] with V h hV
  have hV' : V ≠ 0 := hV
  show (E V).re / normSq (E V + I * G / 2) = ((E V).re - L) / V ^ 2
  rw [div_eq_div_iff (normSq_detuning_pos hV' h).ne' (pow_ne_zero 2 hV')]
  linear_combination -(rate_shift_identities h).2
```

## An eigenvalue that tends to L

For \(G > 0\) the gap \(D\) is nonzero. With \(E = L + \tfrac{D}{2}(s - 1)\) one has \(E + iG/2 = \tfrac{D}{2}(s + 1)\), so
\[ (E - L)(E + iG/2) = \frac{D^2}{4}(s^2 - 1) = V^2, \]
and \(E\) is an eigenvalue for every real \(V\). At \(V = 0\) the radicand equals 1, away from the branch cut on the negative real axis, so \(s \to 1\) and \(E \to L\). Thus `branch2S` meets `hEig` and `hE`, and both limit theorems apply to it. In the proof `hs` is \(s^2 = 1 + q\) with \(q = 4V^2/D^2\), `hq` is \(D^2 q = 4V^2\), and `generalize` turns \(q\) and \(s\) into plain variables for `linear_combination`. The steps `hp` and `hb` give continuity at \(V = 0\).

```lean
/-- For `G > 0`, `branch2S L G V` is an eigenvalue for every `V` and tends to `L`
as `V → 0`. -/
theorem branch2S_witness {L G : ℝ} (hG : 0 < G) :
    (∀ V, IsEigenvalue (ham L G V) (branch2S L G V)) ∧
      Tendsto (branch2S L G) (𝓝[≠] 0) (𝓝 (L : ℂ)) := by
  have hD : (L : ℂ) + I * G / 2 ≠ 0 := by
    intro h0
    have := congrArg Complex.im h0
    simp at this
    linarith
  constructor
  · intro V
    rw [isEigenvalue_iff]
    have hs := Complex.cpow_ofNat_inv_pow (1 + 4 * (V : ℂ) ^ 2 / (L + I * G / 2) ^ 2) 2
    have hq := mul_div_cancel₀ (4 * (V : ℂ) ^ 2) (pow_ne_zero 2 hD)
    unfold branch2S
    -- (E - L)(E + iG/2) = (D²/4)(s² - 1) with s² = 1 + 4V²/D²
    generalize 4 * (V : ℂ) ^ 2 / (L + I * G / 2) ^ 2 = q at hs hq ⊢
    generalize (1 + q) ^ ((2 : ℂ)⁻¹) = s at hs ⊢
    linear_combination ((L + I * G / 2) ^ 2 / 4) * hs + (1 / 4) * hq
  · have hf : Continuous fun V : ℝ => 1 + 4 * (V : ℂ) ^ 2 / (L + I * G / 2) ^ 2 :=
      continuous_const.add
        ((continuous_const.mul (continuous_ofReal.pow 2)).div_const _)
    have hp : ContinuousAt (fun V : ℝ =>
        (1 + 4 * (V : ℂ) ^ 2 / (L + I * G / 2) ^ 2) ^ ((2 : ℂ)⁻¹)) 0 :=
      hf.continuousAt.cpow continuousAt_const (by simp)
    have hb : ContinuousAt (branch2S L G) 0 :=
      continuousAt_const.add (continuousAt_const.mul (hp.sub continuousAt_const))
    have h0 : branch2S L G 0 = L := by simp [branch2S]
    have ht := hb.tendsto
    rw [h0] at ht
    exact ht.mono_left nhdsWithin_le_nhds

end

end StarkQuenching
```

```lean
#print axioms StarkQuenching.rate_bounds
#print axioms StarkQuenching.rate_sum
#print axioms StarkQuenching.quench_rate_limit
#print axioms StarkQuenching.stark_shift_limit
```

```
'StarkQuenching.rate_bounds' depends on axioms: [propext, Classical.choice, Quot.sound]
'StarkQuenching.rate_sum' depends on axioms: [propext, Classical.choice, Quot.sound]
'StarkQuenching.quench_rate_limit' depends on axioms: [propext, Classical.choice, Quot.sound]
'StarkQuenching.stark_shift_limit' depends on axioms: [propext, Classical.choice, Quot.sound]
```

## Dropping a hypothesis

These examples are worked on paper and are not checked in Lean. At \(V = 0\) the eigenvalues are \(L\) and \(-iG/2\), with rates \(0\) and \(G\), so both strict inequalities of `rate_bounds` fail without `hV`. Without `hE`, the other eigenvalue tends to \(-iG/2\), its rate tends to \(G\), and \(\gamma/V^2\) diverges. Without `hG`, take \(L = G = 0\): the eigenvalue \(E(V) = V\) tends to \(L\), yet \((\mathrm{Re}\,E - L)/V^2 = 1/V\) has no limit. That case is the linear Stark effect of degenerate levels.
